# The third moment of a spin-1/2 Heisenberg cluster from its bonds and triangles

For $N$ spins 1/2 ($\hbar=1$) with $H=\sum_{i<j}J_{ij}\,\mathbf S_i\cdot\mathbf S_j$ and arbitrary real couplings $J_{ij}$,

$$\frac{\operatorname{tr}H^3}{2^N}=-\frac{3}{32}\sum_{i<j}J_{ij}^3+\frac{9}{32}\sum_{i<j<k}J_{ij}J_{jk}J_{ik}.$$

## Infinite-temperature averages

Write $\langle A\rangle=\operatorname{tr}A/2^N$. In the expansion of $\langle e^{-\beta H}\rangle$ in the inverse temperature $\beta$, $\langle H^3\rangle$ multiplies $-\beta^3/6$. For a finite cluster without a field, the formula can be checked against the mean of $E^3$ over all $2^N$ eigenvalues $E$ from a full diagonalisation.

## Spins and couplings in Lean

The sites form a finite ordered type `V`; the order serves to list each pair and each triangle once. States are complex functions on configurations `V → Fin 2`, and `Op V` contains the linear operators on them. `site M i` applies a 2×2 matrix at site $i$, `spinMat` lists the spin matrices with $\hbar=1$, and `bond i j` is $\mathbf S_i\cdot\mathbf S_j$.

`heisenberg J` reads only entries with $i<j$, so `J` need not be symmetric. `third_moment` is the formula above, as an equality of complex numbers. It covers isotropic exchange between spins 1/2 only.

`third_moment_triangle_free` keeps just the bond sum when $J_{ij}J_{jk}J_{ik}=0$ for all $i<j<k$, as when the sites split into two sublattices and only sites of different sublattices are coupled. Without this hypothesis it can fail: three spins with all couplings 1 have $\langle H^3\rangle=0$, while the bond sum gives $-9/32$.

If $H$ were instead summed over ordered pairs with symmetric $J$ and zero diagonal, it would double and the third moment would grow eightfold.

## Which products of three bonds survive

If $A$ does not act on site $i$ and $M_i$ is a 2×2 matrix $M$ applied at that site, the trace factorises: $\langle M_iA\rangle=\tfrac12\operatorname{tr}M\,\langle A\rangle$. Since $\operatorname{tr}S^a=0$, a product of three bonds averages to zero when some site occurs in only one of them. Three bonds have six ends, so at most three sites remain, leaving one bond cubed or a triangle.

A bond has eigenvalue $1/4$ three times and $-3/4$ once, so its cube averages to

$$\tfrac14\left(3\cdot\tfrac1{64}-\tfrac{27}{64}\right)=-\tfrac3{32}.$$

For a triangle, $\operatorname{tr}(S^aS^b)=\delta_{ab}/2$ gives

$$\sum_{a,b,c}\frac{\delta_{ab}}4\,\frac{\delta_{ac}}4\,\frac{\delta_{bc}}4=\frac3{64}.$$

Its bonds can be ordered in six ways, and $6\cdot3/64=9/32$.

```lean
import Mathlib

open Finset

namespace HeisenbergThirdMoment

noncomputable section

variable {V : Type*} [Fintype V] [LinearOrder V]

/-- Operators on the state space of spins 1/2 placed on the sites `V`. -/
abbrev Op (V : Type*) := Module.End ℂ ((V → Fin 2) → ℂ)

/-- The three spin-1/2 matrices (half the Pauli matrices). -/
def spinMat : Fin 3 → Matrix (Fin 2) (Fin 2) ℂ :=
  ![!![0, 1/2; 1/2, 0], !![0, -Complex.I/2; Complex.I/2, 0], !![1/2, 0; 0, -1/2]]

/-- The 2×2 matrix `M` acting on the spin at site `i`. -/
def site (M : Matrix (Fin 2) (Fin 2) ℂ) (i : V) : Op V where
  toFun ψ s := ∑ b, M (s i) b * ψ (Function.update s i b)
  map_add' φ ψ := by
    funext s
    simp only [Pi.add_apply, mul_add, sum_add_distrib]
  map_smul' c ψ := by
    funext s
    simp only [Pi.smul_apply, smul_eq_mul, RingHom.id_apply, mul_sum]
    exact sum_congr rfl fun b _ => by ring

/-- The scalar product `S_i · S_j` of two spins. -/
def bond (i j : V) : Op V := ∑ a, site (spinMat a) i * site (spinMat a) j

/-- The Heisenberg Hamiltonian, summed over pairs `i < j`. -/
def heisenberg (J : V → V → ℝ) : Op V :=
  ∑ i, ∑ j, if i < j then (J i j : ℂ) • bond i j else 0

/-- The infinite-temperature average: the trace divided by `2 ^ N`. -/
def avg : Op V →ₗ[ℂ] ℂ := ((2 : ℂ) ^ Fintype.card V)⁻¹ • LinearMap.trace ℂ _

/-- Exchange operator summed over all ordered pairs of sites. -/
def exchange (K : V → V → ℂ) : Op V := ∑ i, ∑ j, K i j • bond i j

/-- The symmetric coupling built from the entries of `J` with `i < j`. -/
def coupling (J : V → V → ℝ) (i j : V) : ℂ :=
  if i < j then (J i j : ℂ) else if j < i then (J j i : ℂ) else 0

omit [LinearOrder V] in
private lemma avg_comm (A B : Op V) : avg (A * B) = avg (B * A) := by
  simp only [avg, LinearMap.smul_apply]
  rw [LinearMap.trace_mul_comm]

omit [LinearOrder V] in
private lemma avg_cyc (A B C : Op V) : avg (A * B * C) = avg (B * C * A) := by
  rw [mul_assoc, avg_comm]

private lemma avg_one : avg (1 : Op V) = 1 := by
  rw [avg, LinearMap.smul_apply, LinearMap.trace_one, Module.finrank_fintype_fun_eq_card]
  simp

omit [Fintype V] in
private lemma site_mul (M N : Matrix (Fin 2) (Fin 2) ℂ) (i : V) :
    site M i * site N i = site (M * N) i := by
  refine LinearMap.ext fun ψ => funext fun s => ?_
  change ∑ b, M (s i) b * ∑ c, N (Function.update s i b i) c *
    ψ (Function.update (Function.update s i b) i c) =
    ∑ c, (M * N) (s i) c * ψ (Function.update s i c)
  simp only [Function.update_self, Function.update_idem, Matrix.mul_apply, Fin.sum_univ_two]
  ring

omit [Fintype V] in
private lemma site_comm {i k : V} (h : i ≠ k) (M N : Matrix (Fin 2) (Fin 2) ℂ) :
    Commute (site M i) (site N k) := by
  refine LinearMap.ext fun ψ => funext fun s => ?_
  change ∑ b, M (s i) b * ∑ c, N (Function.update s i b k) c *
    ψ (Function.update (Function.update s i b) k c) =
    ∑ c, N (s k) c * ∑ b, M (Function.update s k c i) b *
    ψ (Function.update (Function.update s k c) i b)
  simp only [Function.update_of_ne h, Function.update_of_ne h.symm, Function.update_comm h,
    Fin.sum_univ_two]
  ring

omit [Fintype V] in
private lemma site_one (i : V) : site 1 i = 1 := by
  refine LinearMap.ext fun ψ => funext fun s => ?_
  change ∑ b, (1 : Matrix (Fin 2) (Fin 2) ℂ) (s i) b * ψ (Function.update s i b) = ψ s
  simp [Matrix.one_apply]

omit [Fintype V] in
private lemma site_add (M N : Matrix (Fin 2) (Fin 2) ℂ) (i : V) :
    site (M + N) i = site M i + site N i := by
  refine LinearMap.ext fun ψ => funext fun s => ?_
  change ∑ b, (M (s i) b + N (s i) b) * ψ (Function.update s i b) =
    ∑ b, M (s i) b * ψ (Function.update s i b) + ∑ b, N (s i) b * ψ (Function.update s i b)
  simp only [add_mul, sum_add_distrib]

omit [Fintype V] in
private lemma site_smul (c : ℂ) (M : Matrix (Fin 2) (Fin 2) ℂ) (i : V) :
    site (c • M) i = c • site M i := by
  refine LinearMap.ext fun ψ => funext fun s => ?_
  change ∑ b, (c * M (s i) b) * ψ (Function.update s i b) =
    c * ∑ b, M (s i) b * ψ (Function.update s i b)
  simp only [mul_sum, mul_assoc]

private lemma spin_sq (a : Fin 3) : spinMat a * spinMat a = (1/4 : ℂ) • 1 := by
  ext i j
  fin_cases a <;> fin_cases i <;> fin_cases j <;>
    simp [spinMat, Matrix.mul_apply, Fin.sum_univ_two] <;> ring_nf <;>
    simp [Complex.I_sq] <;> norm_num

private lemma twirl (M : Matrix (Fin 2) (Fin 2) ℂ) :
    M + (4 : ℂ) • (spinMat 0 * M * spinMat 0 + spinMat 1 * M * spinMat 1
      + spinMat 2 * M * spinMat 2) = (2 * M.trace) • 1 := by
  obtain ⟨a, b, c, d, rfl⟩ : ∃ a b c d, M = !![a, b; c, d] :=
    ⟨_, _, _, _, Matrix.eta_fin_two M⟩
  ext i j
  simp only [Matrix.add_apply, Matrix.smul_apply, Matrix.mul_apply, Fin.sum_univ_two,
    Matrix.trace_fin_two, smul_eq_mul]
  fin_cases i <;> fin_cases j <;> simp [spinMat] <;>
    (try ring_nf) <;> (try simp only [Complex.I_sq]) <;> (try ring_nf)

/-- If `A` commutes with every operator at site `i`, a matrix `M` acting at `i` factors out of
the average of the product as half its trace. -/
theorem avg_site {i : V} {A : Op V} (M : Matrix (Fin 2) (Fin 2) ℂ)
    (hA : ∀ N, Commute (site N i) A) : avg (site M i * A) = M.trace / 2 * avg A := by
  have key : ∀ a, avg (site (spinMat a * M * spinMat a) i * A) = 1/4 * avg (site M i * A) := by
    intro a
    have e : spinMat a * (spinMat a * M) = (1/4 : ℂ) • M := by
      rw [← mul_assoc, spin_sq, smul_mul_assoc, one_mul]
    rw [← site_mul, mul_assoc, (hA _).eq, ← mul_assoc, avg_comm, ← mul_assoc, site_mul, e,
      site_smul, smul_mul_assoc, map_smul, smul_eq_mul]
  -- sum over the identity and the three half-turns of the spin at site `i`
  have h := congrArg (fun X => avg (site X i * A)) (twirl M)
  simp only [site_add, site_smul, site_one, add_mul, smul_mul_assoc, one_mul, map_add,
    map_smul, smul_eq_mul, key] at h
  linear_combination h / 4

private lemma avg_two {i j : V} (h : i ≠ j) (M N : Matrix (Fin 2) (Fin 2) ℂ) :
    avg (site M i * site N j) = M.trace / 2 * (N.trace / 2) := by
  have e := avg_site (i := j) (A := 1) N (fun _ => Commute.one_right _)
  rw [mul_one, avg_one, mul_one] at e
  rw [avg_site M (fun P => site_comm h P N), e]

omit [Fintype V] in
private lemma pair_mul {i j : V} (h : i ≠ j) (A B C D : Matrix (Fin 2) (Fin 2) ℂ) :
    site A i * site B j * (site C i * site D j) = site (A * C) i * site (B * D) j := by
  rw [(site_comm h.symm B C).mul_mul_mul_comm, site_mul, site_mul]

omit [Fintype V] in
private lemma bond_comm {i j : V} (h : i ≠ j) : bond i j = bond j i :=
  sum_congr rfl fun _ _ => (site_comm h _ _).eq

omit [Fintype V] in
private lemma bond_free {i k l : V} (hk : i ≠ k) (hl : i ≠ l) (N : Matrix (Fin 2) (Fin 2) ℂ) :
    Commute (site N i) (bond k l) :=
  Commute.sum_right _ _ _ fun _ _ => (site_comm hk _ _).mul_right (site_comm hl _ _)

/-- A product of three bonds averages to zero if a site of the first occurs in neither of the
others. -/
theorem avg_three_zero {i j k l m n : V} (hj : i ≠ j) (hk : i ≠ k) (hl : i ≠ l)
    (hm : i ≠ m) (hn : i ≠ n) : avg (bond i j * bond k l * bond m n) = 0 := by
  have ht : ∀ a, (spinMat a).trace = 0 := by
    intro a
    fin_cases a <;> norm_num [spinMat, Matrix.trace_fin_two]
  rw [mul_assoc, bond, sum_mul, map_sum]
  refine sum_eq_zero fun a _ => ?_
  rw [mul_assoc, avg_site _ (fun N => (site_comm hj _ _).mul_right
    ((bond_free hk hl N).mul_right (bond_free hm hn N))), ht, zero_div, zero_mul]

/-- The cube of a single bond averages to `-3/32`. -/
theorem avg_bond_cube {i j : V} (h : i ≠ j) :
    avg (bond i j * bond i j * bond i j) = -3/32 := by
  simp only [bond, sum_mul, mul_sum, pair_mul h, map_sum, avg_two h]
  simp [spinMat, Fin.sum_univ_three, Matrix.trace_fin_two, Matrix.mul_apply, Fin.sum_univ_two]
  ring_nf
  simp only [Complex.I_sq]
  norm_num

/-- The product of the three bonds of a triangle averages to `3/64`. -/
theorem avg_triangle {i j l : V} (hij : i ≠ j) (hil : i ≠ l) (hjl : j ≠ l) :
    avg (bond i j * bond i l * bond j l) = 3/64 := by
  have ht : ∀ a b, (spinMat a * spinMat b).trace = if a = b then 1/2 else 0 := by
    intro a b
    fin_cases a <;> fin_cases b <;>
      simp [spinMat, Matrix.trace_fin_two] <;>
      ring_nf <;> simp [Complex.I_sq] <;> norm_num
  have t : ∀ a b c, avg (site (spinMat a) i * site (spinMat a) j *
      (site (spinMat b) i * site (spinMat b) l) * (site (spinMat c) j * site (spinMat c) l)) =
      (spinMat a * spinMat b).trace / 2 * ((spinMat a * spinMat c).trace / 2 *
        ((spinMat b * spinMat c).trace / 2)) := by
    intro a b c
    rw [(site_comm hij.symm _ _).mul_mul_mul_comm, site_mul, mul_assoc, pair_mul hjl,
      avg_site _ (fun N => (site_comm hij _ _).mul_right (site_comm hil _ _)), avg_two hjl]
  simp only [bond, sum_mul, mul_sum, map_sum, t, ht]
  have h20 : (2 : Fin 3) ≠ 0 := by decide
  have h21 : (2 : Fin 3) ≠ 1 := by decide
  simp +decide only [Fin.sum_univ_three, if_true, if_false]
  norm_num [h20, h21, h20.symm, h21.symm]

private lemma sum_pair {F : V → V → ℂ} {p q : V} (hpq : p ≠ q) (hs : F q p = F p q)
    (h0 : ∀ m n, ¬(m = p ∧ n = q) → ¬(m = q ∧ n = p) → F m n = 0) :
    ∑ m, ∑ n, F m n = 2 * F p q := by
  have h : ∀ m n, F m n = (if n = q then (if m = p then F p q else 0) else 0) +
      (if n = p then (if m = q then F p q else 0) else 0) := by
    intro m n
    by_cases h1 : m = p ∧ n = q
    · rw [h1.1, h1.2]; simp [hpq.symm]
    by_cases h2 : m = q ∧ n = p
    · rw [h2.1, h2.2, hs]; simp [hpq]
    rw [h0 m n h1 h2]
    split_ifs <;> first
      | exact absurd ⟨‹m = p›, ‹n = q›⟩ h1
      | exact absurd ⟨‹m = q›, ‹n = p›⟩ h2
      | simp
  rw [sum_congr rfl fun m _ => sum_congr rfl fun n _ => h m n]
  simp only [sum_add_distrib, sum_ite_eq', mem_univ, if_true]
  ring

private lemma sum_sym {M : Type*} [AddCommMonoid M] {F : V → V → M} (u : V → V → M)
    (h : ∀ i j, F i j = u i j + u j i) :
    ∑ i, ∑ j, F i j = ∑ i, ∑ j, u i j + ∑ i, ∑ j, u i j := by
  simp only [h, sum_add_distrib]
  congr 1
  exact sum_comm

private lemma avg_mul_exchange (K : V → V → ℂ) (A : Op V) :
    avg (A * exchange K) = ∑ m, ∑ n, K m n * avg (A * bond m n) := by
  simp only [exchange, mul_sum, map_sum, mul_smul_comm, map_smul, smul_eq_mul]

section Symmetric

variable {K : V → V → ℂ} (hK : ∀ i j, K i j = K j i) (h0 : ∀ i, K i i = 0)
include hK h0

private lemma avg_same {i j : V} (hij : i ≠ j) :
    avg (bond i j * bond i j * exchange K) = -3/16 * K i j := by
  rw [avg_mul_exchange]
  refine (sum_pair hij ?_ ?_).trans ?_
  · rw [hK j i, bond_comm hij.symm]
  · intro m n h1 h2
    by_cases hmn : m = n
    · rw [hmn, h0, zero_mul]
    by_cases hm : m ≠ i ∧ m ≠ j
    · rw [avg_comm, ← mul_assoc, avg_three_zero hmn hm.1 hm.2 hm.1 hm.2, mul_zero]
    · have hn : n ≠ i ∧ n ≠ j := by grind
      rw [bond_comm hmn, avg_comm, ← mul_assoc,
        avg_three_zero (Ne.symm hmn) hn.1 hn.2 hn.1 hn.2, mul_zero]
  · rw [avg_bond_cube hij]; ring

private lemma avg_adj {i j l : V} (hij : i ≠ j) (hil : i ≠ l) (hjl : j ≠ l) :
    avg (bond i j * bond i l * exchange K) = 3/32 * K j l := by
  rw [avg_mul_exchange]
  refine (sum_pair hjl ?_ ?_).trans ?_
  · rw [hK l j, bond_comm hjl.symm]
  · intro m n h1 h2
    by_cases hmn : m = n
    · rw [hmn, h0, zero_mul]
    by_cases hj : j ≠ m ∧ j ≠ n
    · rw [bond_comm hij, avg_three_zero hij.symm hij.symm hjl hj.1 hj.2, mul_zero]
    · have hl : l ≠ m ∧ l ≠ n := by grind
      rw [avg_cyc, bond_comm hil,
        avg_three_zero hil.symm hl.1 hl.2 hil.symm hjl.symm, mul_zero]
  · rw [avg_triangle hij hil hjl]; ring

omit hK in
private lemma avg_disj {i j k l : V} (hij : i ≠ j) (hkl : k ≠ l) (hki : k ≠ i) (hkj : k ≠ j)
    (hli : l ≠ i) (hlj : l ≠ j) : avg (bond i j * bond k l * exchange K) = 0 := by
  rw [avg_mul_exchange]
  refine sum_eq_zero fun m _ => sum_eq_zero fun n _ => ?_
  by_cases hmn : m = n
  · rw [hmn, h0, zero_mul]
  by_cases hi : i ≠ m ∧ i ≠ n
  · rw [avg_three_zero hij hki.symm hli.symm hi.1 hi.2, mul_zero]
  by_cases hj : j ≠ m ∧ j ≠ n
  · rw [bond_comm hij, avg_three_zero hij.symm hkj.symm hlj.symm hj.1 hj.2, mul_zero]
  · have hk : k ≠ m ∧ k ≠ n := by grind
    rw [avg_cyc, avg_three_zero hkl hk.1 hk.2 hki hkj, mul_zero]

private lemma avg_step {i j : V} (hij : i ≠ j) :
    ∑ k, ∑ l, K k l * avg (bond i j * bond k l * exchange K) =
      3/8 * (∑ l, K i l * K j l - K i j ^ 2) := by
  obtain ⟨r, hr⟩ : ∃ r : V → V → ℂ, ∀ k l, r k l =
      (if k = i then 3/32 * (K i l * K j l - if l = j then K i j ^ 2 else 0) else 0) +
      (if k = j then 3/32 * (K i l * K j l - if l = i then K i j ^ 2 else 0) else 0) :=
    ⟨_, fun _ _ => rfl⟩
  have h : ∀ k l, K k l * avg (bond i j * bond k l * exchange K) = r k l + r l k := by
    intro k l
    by_cases hkl : k = l
    · rw [← hkl, h0, zero_mul, hr]
      by_cases a : k = i
      · simp [a, h0, hij]
      by_cases b : k = j
      · simp [b, h0, hij.symm]
      simp [a, b]
    by_cases a : k = i
    · rw [a] at hkl ⊢
      by_cases b : l = j
      · rw [b, avg_same hK h0 hij, hr, hr]
        simp [hij, hij.symm, h0] <;> ring
      · rw [avg_adj hK h0 hij hkl (Ne.symm b), hr, hr]
        simp [hij, b, Ne.symm hkl] <;> ring
    by_cases b : k = j
    · rw [b] at hkl ⊢
      by_cases c : l = i
      · rw [c, bond_comm hij.symm, avg_same hK h0 hij, hK j i, hr, hr]
        simp [hij, hij.symm, h0] <;> ring
      · rw [bond_comm hij, avg_adj hK h0 hij.symm hkl (Ne.symm c), hr, hr]
        simp [hij.symm, c, Ne.symm hkl] <;> ring
    by_cases c : l = i
    · rw [c, bond_comm a, avg_adj hK h0 hij (Ne.symm a) (Ne.symm b), hK k i, hr, hr]
      simp [hij, a, b] <;> ring
    by_cases d : l = j
    · rw [d, bond_comm b, bond_comm hij,
        avg_adj hK h0 hij.symm (Ne.symm b) (Ne.symm a), hK k j, hr, hr]
      simp [hij.symm, a, b] <;> ring
    rw [avg_disj h0 hij hkl a b c d, hr, hr]
    simp [a, b, c, d]
  rw [sum_sym r h, sum_comm]
  simp only [hr, sum_add_distrib, sum_ite_eq', mem_univ, if_true, ← mul_sum, sum_sub_distrib]
  ring

/-- Third moment of the exchange operator over ordered pairs, for a symmetric coupling with
zero diagonal. -/
theorem avg_exchange_cube : avg (exchange K * exchange K * exchange K) =
    3/8 * (∑ i, ∑ j, K i j * ∑ l, K i l * K j l - ∑ i, ∑ j, K i j ^ 3) := by
  have h : ∀ i j, K i j * avg (exchange K * exchange K * bond i j) =
      3/8 * (K i j * ∑ l, K i l * K j l - K i j ^ 3) := by
    intro i j
    by_cases hij : i = j
    · rw [hij, h0]; ring
    rw [avg_cyc, avg_mul_exchange]
    simp only [avg_cyc (exchange K) (bond i j)]
    rw [avg_step hK h0 hij]
    ring
  rw [avg_mul_exchange]
  simp only [h, ← mul_sum, sum_sub_distrib]

end Symmetric

private lemma exchange_coupling (J : V → V → ℝ) :
    exchange (coupling J) = (2 : ℂ) • heisenberg J := by
  rw [two_smul]
  refine sum_sym (fun i j => if i < j then (J i j : ℂ) • bond i j else 0) fun i j => ?_
  rcases lt_trichotomy i j with h | h | h
  · simp [coupling, h, h.not_gt]
  · simp [coupling, h]
  · simp [coupling, h, h.not_gt, bond_comm h.ne']

private lemma triangle_sum (J : V → V → ℝ) :
    ∑ i, ∑ j, coupling J i j * ∑ l, coupling J i l * coupling J j l =
      6 * ∑ i, ∑ j, ∑ k, if i < j ∧ j < k then (J i j : ℂ) * J j k * J i k else 0 := by
  obtain ⟨t, ht⟩ : ∃ t : V → V → V → ℂ, ∀ i j k, t i j k =
      if i < j ∧ j < k then (J i j : ℂ) * J j k * J i k else 0 := ⟨_, fun _ _ _ => rfl⟩
  -- each triangle is met in six orders
  have h : ∀ i j k, coupling J i j * (coupling J i k * coupling J j k) =
      t i j k + t i k j + t j i k + t j k i + t k i j + t k j i := by
    intro i j k
    simp only [ht, coupling]
    rcases lt_trichotomy i j with h1 | h1 | h1 <;>
      rcases lt_trichotomy j k with h2 | h2 | h2 <;>
      rcases lt_trichotomy i k with h3 | h3 | h3 <;> grind
  have s1 : ∀ f : V → V → V → ℂ, ∑ i, ∑ j, ∑ k, f i k j = ∑ i, ∑ j, ∑ k, f i j k :=
    fun f => sum_congr rfl fun i _ => sum_comm
  have s2 : ∀ f : V → V → V → ℂ, ∑ i, ∑ j, ∑ k, f j i k = ∑ i, ∑ j, ∑ k, f i j k :=
    fun f => sum_comm
  have e1 := (s2 fun a b c => t a c b).trans (s1 t)
  have e2 := (s1 fun a b c => t b a c).trans (s2 t)
  have e3 := (s1 fun a b c => t b c a).trans e1
  have e : ∀ i j, coupling J i j * ∑ l, coupling J i l * coupling J j l =
      ∑ k, (t i j k + t i k j + t j i k + t j k i + t k i j + t k j i) := by
    intro i j
    rw [mul_sum]
    exact sum_congr rfl fun k _ => h i j k
  simp only [← ht, e, sum_add_distrib]
  linear_combination s1 t + s2 t + e1 + e2 + e3

/-- Third infinite-temperature moment of the spin-1/2 Heisenberg model with real pair couplings: a
sum over bonds and a sum over triangles. -/
theorem third_moment (J : V → V → ℝ) :
    LinearMap.trace ℂ _ (heisenberg J ^ 3) / 2 ^ Fintype.card V =
      -(3/32) * (∑ i, ∑ j, if i < j then (J i j : ℂ) ^ 3 else 0) +
      9/32 * ∑ i, ∑ j, ∑ k, if i < j ∧ j < k then (J i j : ℂ) * J j k * J i k else 0 := by
  have hK : ∀ i j, coupling J i j = coupling J j i := by
    intro i j
    rcases lt_trichotomy i j with h | h | h
    · simp [coupling, h, h.not_gt]
    · rw [h]
    · simp [coupling, h, h.not_gt]
  have hc : ∑ i, ∑ j, coupling J i j ^ 3 = _ :=
    sum_sym (fun i j => if i < j then (J i j : ℂ) ^ 3 else 0) fun i j => by
      rcases lt_trichotomy i j with h | h | h
      · simp [coupling, h, h.not_gt]
      · simp [coupling, h]
      · simp [coupling, h, h.not_gt]
  have h := avg_exchange_cube hK (fun i => by simp [coupling])
  rw [triangle_sum, hc, exchange_coupling] at h
  simp only [smul_mul_assoc, mul_smul_comm, map_smul, smul_eq_mul] at h
  rw [div_eq_inv_mul, pow_three']
  change avg (heisenberg J * heisenberg J * heisenberg J) = _
  linear_combination h / 8

/-- If no three sites are mutually coupled, only the sum over bonds remains in the third
moment. -/
theorem third_moment_triangle_free (J : V → V → ℝ)
    (hJ : ∀ i j k, i < j → j < k → J i j * J j k * J i k = 0) :
    LinearMap.trace ℂ _ (heisenberg J ^ 3) / 2 ^ Fintype.card V =
      -(3/32) * ∑ i, ∑ j, if i < j then (J i j : ℂ) ^ 3 else 0 := by
  have h : ∑ i, ∑ j, ∑ k, (if i < j ∧ j < k then (J i j : ℂ) * J j k * J i k else 0) = 0 := by
    refine sum_eq_zero fun i _ => sum_eq_zero fun j _ => sum_eq_zero fun k _ => ?_
    split_ifs with c
    · exact_mod_cast hJ i j k c.1 c.2
    · rfl
  rw [third_moment, h, mul_zero, add_zero]

end

end HeisenbergThirdMoment
```

```lean
#print axioms HeisenbergThirdMoment.third_moment
#print axioms HeisenbergThirdMoment.third_moment_triangle_free
```

```
'HeisenbergThirdMoment.third_moment' depends on axioms: [propext, Classical.choice, Quot.sound]
'HeisenbergThirdMoment.third_moment_triangle_free' depends on axioms: [propext, Classical.choice, Quot.sound]
```

## From one-site traces to the sum over triangles

**One site.** `site_mul` and `site_comm` give the operator algebra. `avg_site` proves the factorisation from the identity `twirl`,

$$M+4\sum_aS^aMS^a=2\operatorname{tr}(M)\,1.$$

Since $A$ commutes with the operators at site $i$, `spin_sq` and cyclicity of the trace show that each $S^aMS^a$ contributes $\tfrac14\langle M_iA\rangle$, so $4\langle M_iA\rangle=2\operatorname{tr}M\,\langle A\rangle$.

**Three bonds.** `avg_three_zero`, `avg_bond_cube` and `avg_triangle` supply the three values. The cube is computed by expanding in spin components rather than from eigenvalues.

**Sums.** `exchange K` sums over ordered pairs with a symmetric coupling $K$ of zero diagonal. With two bonds fixed, `avg_same`, `avg_adj` and `avg_disj` sum over the third when the two coincide, share one site or are disjoint. `avg_step` then sums over the second bond, and `avg_exchange_cube` over the first:

$$\langle X^3\rangle=\frac38\Big(\sum_{i,j,l}K_{ij}K_{il}K_{jl}-\sum_{i,j}K_{ij}^3\Big),\qquad X=\sum_{i,j}K_{ij}\,\mathbf S_i\cdot\mathbf S_j.$$

For $K$ built from $J$, `exchange_coupling` gives $X=2H$. Ordered sums count each triangle six times (`triangle_sum`) and each bond twice (`sum_sym`). The final `linear_combination` divides by 8.
